# A $\sigma_y$ field equal to $\theta'$ removes transitions between the adiabatic states of a real two-level Hamiltonian

A two-level system is swept through an avoided crossing. If the sweep is slow, the state follows the instantaneous eigenvector; if it is fast, part of the amplitude ends up on the other level. Can an additional field cancel this loss at finite speed?

Take $\hbar=1$ and let the bare Hamiltonian be $H_0=W(\cos2\theta\,\sigma_z+\sin2\theta\,\sigma_x)$, where $W(t)$ sets the energies and $\theta(t)$ the direction. Add a field $g(t)$ along $\sigma_y$. For $g=\theta'$ the transitions vanish exactly; this choice is called counterdiabatic driving. This gives a control protocol for a single, isolated two-level system whose $W$ and $\theta$ are known functions of time.

## Real $W$ and $\theta$: a real, rotating eigenbasis

Physically, the bare field stays in the $xz$ plane and there is no decay. The file encodes this in the types: `W`, `θ` and `g` are real, while matrices and states have complex entries.

```lean
import Mathlib

open Complex Matrix

namespace CounterdiabaticDriving

noncomputable section

/-- The Pauli matrix `σ_x`. -/
def σx : Matrix (Fin 2) (Fin 2) ℂ := !![0, 1; 1, 0]

/-- The Pauli matrix `σ_y`. -/
def σy : Matrix (Fin 2) (Fin 2) ℂ := !![0, -I; I, 0]

/-- The Pauli matrix `σ_z`. -/
def σz : Matrix (Fin 2) (Fin 2) ℂ := !![1, 0; 0, -1]

/-- The bare two-level Hamiltonian `W (cos 2θ σ_z + sin 2θ σ_x)`. -/
def bare (W θ : ℝ) : Matrix (Fin 2) (Fin 2) ℂ :=
  (W : ℂ) • ((Real.cos (2 * θ) : ℂ) • σz + (Real.sin (2 * θ) : ℂ) • σx)

/-- The bare Hamiltonian with an additional field `g` along `σ_y`. -/
def driven (W θ g : ℝ) : Matrix (Fin 2) (Fin 2) ℂ := bare W θ + (g : ℂ) • σy
```

The candidate eigenvectors are $u=(\cos\theta,\sin\theta)$ and $\ell=(-\sin\theta,\cos\theta)$, both of norm one.

```lean
/-- The vector `(cos θ, sin θ)`. -/
def upper (θ : ℝ) : Fin 2 → ℂ := ![(Real.cos θ : ℂ), (Real.sin θ : ℂ)]

/-- The vector `(-sin θ, cos θ)`. -/
def lower (θ : ℝ) : Fin 2 → ℂ := ![-(Real.sin θ : ℂ), (Real.cos θ : ℂ)]
```

A level of energy $E$ carries the phase $F_E(t)=\exp(-i\int_0^tE\,ds)$. The Schrödinger equation is required at every real time, negative times included, so to apply the theorems below, a protocol of finite duration is first extended to the whole line, with $W$ continuous and $\theta$ differentiable.

```lean
/-- The dynamical phase factor `exp(-i ∫₀ᵗ E)` of a level with energy `E`. -/
def dynFactor (E : ℝ → ℝ) (t : ℝ) : ℂ :=
  Complex.exp (-I * ((∫ s in (0 : ℝ)..t, E s : ℝ) : ℂ))

/-- The Schrödinger equation `i ψ' = H ψ` at all times, with `ħ = 1`. -/
def SolvesSchrodinger (H : ℝ → Matrix (Fin 2) (Fin 2) ℂ) (ψ : ℝ → Fin 2 → ℂ) : Prop :=
  ∀ t, HasDerivAt ψ (-I • (H t *ᵥ ψ t)) t
```

By hand, the angle-difference formulas give the components of $H_0u$:

$$W(\cos2\theta\cos\theta+\sin2\theta\sin\theta)=W\cos\theta,\qquad W(\sin2\theta\cos\theta-\cos2\theta\sin\theta)=W\sin\theta .$$

Hence $H_0u=Wu$, and the same formulas give $H_0\ell=-W\ell$. In Lean, the next lemmas write out the vector components and the action of the driven matrix, with double angles expanded. What remains in `bare_eigenvectors` is a multiple of $\sin^2\theta+\cos^2\theta=1$, which `linear_combination` supplies through `pyth`.

```lean
private lemma upper_zero (θ : ℝ) : upper θ 0 = (Real.cos θ : ℂ) := rfl

private lemma upper_one (θ : ℝ) : upper θ 1 = (Real.sin θ : ℂ) := rfl

private lemma lower_zero (θ : ℝ) : lower θ 0 = -(Real.sin θ : ℂ) := rfl

private lemma lower_one (θ : ℝ) : lower θ 1 = (Real.cos θ : ℂ) := rfl

private lemma pyth (θ : ℝ) : (Real.sin θ : ℂ) ^ 2 + (Real.cos θ : ℂ) ^ 2 = 1 := by
  exact_mod_cast Real.sin_sq_add_cos_sq θ

private lemma driven_zero (W θ g : ℝ) (v : Fin 2 → ℂ) : (driven W θ g *ᵥ v) 0 =
    W * ((Real.cos θ : ℂ) ^ 2 - (Real.sin θ : ℂ) ^ 2) * v 0
      + (W * (2 * (Real.sin θ : ℂ) * (Real.cos θ : ℂ)) - I * g) * v 1 := by
  unfold driven bare
  rw [Real.cos_two_mul', Real.sin_two_mul]
  simp [σx, σy, σz, Matrix.mulVec, dotProduct, Fin.sum_univ_two,
    -mul_eq_mul_right_iff, -mul_eq_mul_left_iff]
  ring

private lemma driven_one (W θ g : ℝ) (v : Fin 2 → ℂ) : (driven W θ g *ᵥ v) 1 =
    (W * (2 * (Real.sin θ : ℂ) * (Real.cos θ : ℂ)) + I * g) * v 0
      - W * ((Real.cos θ : ℂ) ^ 2 - (Real.sin θ : ℂ) ^ 2) * v 1 := by
  unfold driven bare
  rw [Real.cos_two_mul', Real.sin_two_mul]
  simp [σx, σy, σz, Matrix.mulVec, dotProduct, Fin.sum_univ_two,
    -mul_eq_mul_right_iff, -mul_eq_mul_left_iff]
  ring

/-- The vectors `upper θ` and `lower θ` are eigenvectors of the bare Hamiltonian with
energies `W` and `-W`. -/
theorem bare_eigenvectors (W θ : ℝ) :
    bare W θ *ᵥ upper θ = (W : ℂ) • upper θ ∧
      bare W θ *ᵥ lower θ = (-W : ℂ) • lower θ := by
  have h : bare W θ = driven W θ 0 := by simp [driven]
  have p := pyth θ
  rw [h]
  constructor <;> refine funext (Fin.forall_fin_two.2 ⟨?_, ?_⟩) <;>
    simp only [driven_zero, driven_one, Pi.smul_apply, smul_eq_mul, upper_zero, upper_one,
      lower_zero, lower_one, ofReal_zero]
  · linear_combination (W : ℂ) * (Real.cos θ : ℂ) * p
  · linear_combination (W : ℂ) * (Real.sin θ : ℂ) * p
  · linear_combination (W : ℂ) * (Real.sin θ : ℂ) * p
  · linear_combination -(W : ℂ) * (Real.cos θ : ℂ) * p
```

The names `upper` and `lower` match the energy order only when $W>0$. For $W<0$ the order is reversed, and at $W=0$ the levels are degenerate; the theorems then still follow the two labelled vectors.

Without reality, the picture changes. A complex $W$ would describe gain or loss, and $|F_W|$ would no longer be one. A bare field leaving the $xz$ plane would have complex eigenvectors and would in general need a correction with other components.

## Continuous $W$: a differentiable dynamical phase

The hypothesis `hW` says that the level energies have no jumps. The hand derivation uses it in the fundamental theorem of calculus, $F_E'=-iEF_E$, and so does the proof:

```lean
private lemma hasDerivAt_dynFactor {E : ℝ → ℝ} (hE : Continuous E) (t : ℝ) :
    HasDerivAt (dynFactor E) (dynFactor E t * (-I * E t)) t :=
  (((hE.integral_hasStrictDerivAt 0 t).hasDerivAt.ofReal_comp).const_mul (-I)).cexp
```

If $W$ jumps at some time, the phase has different left and right derivatives there, and the equation fails at that instant. The evolution can still be joined continuously across the jump, but it is no longer a solution in the sense of `SolvesSchrodinger`.

## Differentiable $\theta$ and the field $g=\theta'$: cancelling the rotation

The hypothesis `hθ` says that the eigenbasis turns at a finite rate $\theta'(t)$. This rate need not be continuous or small, so the speed is unrestricted. Differentiation and direct multiplication give

$$u'=\theta'\ell,\quad \ell'=-\theta'u,\qquad \sigma_yu=i\ell,\quad \sigma_y\ell=-iu .$$

For $\psi=F_Wu$, the two sides of the Schrödinger equation are therefore

$$i\psi'=F_W(Wu+i\theta'\ell),\qquad (H_0+g\sigma_y)\psi=F_W(Wu+ig\,\ell).$$

They agree when $g=\theta'$. For $\psi=F_{-W}\ell$ both sides become $F_{-W}(-W\ell-i\theta'u)$.

The theorem states both solutions. Its proof treats the four components separately: the product rule gives the derivative, `congr_deriv` replaces it by the required one, and `linear_combination` closes the difference using `pyth` and $i^2=-1$.

```lean
variable {W θ θ' : ℝ → ℝ}

/-- With the field `θ'` along `σ_y`, both instantaneous eigenstates of the bare Hamiltonian,
carrying their dynamical phases, solve the Schrödinger equation exactly. -/
theorem counterdiabatic_driving (hW : Continuous W) (hθ : ∀ t, HasDerivAt θ (θ' t) t) :
    SolvesSchrodinger (fun t => driven (W t) (θ t) (θ' t))
        (fun t => dynFactor W t • upper (θ t)) ∧
      SolvesSchrodinger (fun t => driven (W t) (θ t) (θ' t))
        (fun t => dynFactor (-W) t • lower (θ t)) := by
  have hc := fun t => (hθ t).cos.ofReal_comp
  have hs := fun t => (hθ t).sin.ofReal_comp
  have hF := hasDerivAt_dynFactor hW
  have hG := hasDerivAt_dynFactor (E := -W) hW.neg
  -- each component is a phase factor times a trigonometric function
  constructor <;> intro t <;> have p := pyth (θ t) <;>
    refine hasDerivAt_pi.2 (Fin.forall_fin_two.2 ⟨?_, ?_⟩)
  · refine ((hF t).fun_mul (hc t)).congr_deriv ?_
    simp only [driven_zero, Pi.smul_apply, smul_eq_mul, upper_zero, upper_one,
      ofReal_mul, ofReal_neg]
    linear_combination I * W t * dynFactor W t * (Real.cos (θ t) : ℂ) * p
      - θ' t * dynFactor W t * (Real.sin (θ t) : ℂ) * I_sq
  · refine ((hF t).fun_mul (hs t)).congr_deriv ?_
    simp only [driven_one, Pi.smul_apply, smul_eq_mul, upper_zero, upper_one, ofReal_mul]
    linear_combination I * W t * dynFactor W t * (Real.sin (θ t) : ℂ) * p
      + θ' t * dynFactor W t * (Real.cos (θ t) : ℂ) * I_sq
  · refine ((hG t).fun_mul (hs t).fun_neg).congr_deriv ?_
    simp only [driven_zero, Pi.smul_apply, smul_eq_mul, lower_zero, lower_one,
      ofReal_mul, ofReal_neg, Pi.neg_apply]
    linear_combination I * W t * dynFactor (-W) t * (Real.sin (θ t) : ℂ) * p
      - θ' t * dynFactor (-W) t * (Real.cos (θ t) : ℂ) * I_sq
  · refine ((hG t).fun_mul (hc t)).congr_deriv ?_
    simp only [driven_one, Pi.smul_apply, smul_eq_mul, lower_zero, lower_one,
      ofReal_mul, ofReal_neg, Pi.neg_apply]
    linear_combination -I * W t * dynFactor (-W) t * (Real.cos (θ t) : ℂ) * p
      - θ' t * dynFactor (-W) t * (Real.sin (θ t) : ℂ) * I_sq
```

The condition on $g$ is also necessary. Since $F_W\neq0$ and $\ell\neq0$, comparing the two sides above forces $g=\theta'$ at every time. In Lean, `unique` says that one curve has one derivative; the combination with weights $-\sin\theta$ and $\cos\theta$ projects the resulting equation onto $\ell$.

```lean
/-- Among all real fields `g` along `σ_y`, only `g = θ'` makes the upper eigenstate with its
dynamical phase a solution of the Schrödinger equation. -/
theorem counterdiabatic_field_unique (hW : Continuous W)
    (hθ : ∀ t, HasDerivAt θ (θ' t) t) (g : ℝ → ℝ) :
    SolvesSchrodinger (fun t => driven (W t) (θ t) (g t))
      (fun t => dynFactor W t • upper (θ t)) ↔ ∀ t, g t = θ' t := by
  constructor
  · intro h t
    -- the same curve has only one derivative
    have e := (h t).unique ((counterdiabatic_driving hW hθ).1 t)
    have e0 := congrFun e 0
    have e1 := congrFun e 1
    simp only [driven_zero, driven_one, Pi.smul_apply, smul_eq_mul, upper_zero,
      upper_one] at e0 e1
    have key : dynFactor W t * ((g t : ℂ) - θ' t) = 0 := by
      linear_combination -(Real.sin (θ t) : ℂ) * e0 + (Real.cos (θ t) : ℂ) * e1
        + dynFactor W t * ((g t : ℂ) - θ' t) * I_sq
        + dynFactor W t * ((g t : ℂ) - θ' t) * I ^ 2 * pyth (θ t)
    have h0 := (mul_eq_zero.1 key).resolve_left (Complex.exp_ne_zero _)
    exact_mod_cast sub_eq_zero.1 h0
  · intro h
    obtain rfl : g = θ' := funext h
    exact (counterdiabatic_driving hW hθ).1
```

This uniqueness concerns real fields along $\sigma_y$ and the stated phase. A term proportional to the projector onto $\ell$, for example, annihilates $u$ and could be added without disturbing the upper solution.

If $\theta$ jumps, no finite field $\theta'$ exists at the jump. If $g\ne\theta'$, the amplitudes $a=u\cdot\psi$ and $b=\ell\cdot\psi$ of a general solution stay coupled:

$$a'=-iWa+(\theta'-g)b,\qquad b'=iWb-(\theta'-g)a .$$

With $g=0$, the coupling is the rotation rate itself.

## An arbitrary solution $\psi$: separate amplitudes and fixed populations

The hypothesis `hψ` says only that $\psi$ evolves under the driven Hamiltonian; it may start in any superposition. With $g=\theta'$ the equations above decouple into $a'=-iWa$ and $b'=iWb$. Each has the form $a'=-iEa$, and undoing the phase gives

$$(aF_{-E})'=-iEaF_{-E}+iEaF_{-E}=0 .$$

So $aF_{-E}$ keeps its initial value $a(0)$, and multiplying by $F_E$, with $F_EF_{-E}=1$, yields $a(t)=F_E(t)a(0)$. The lemma `amplitude_evolution` follows these lines, with `is_const_of_deriv_eq_zero` as the integration step.

```lean
/-- An amplitude obeying `i a' = E a` only acquires the dynamical phase factor. -/
theorem amplitude_evolution {E : ℝ → ℝ} (hE : Continuous E) {a : ℝ → ℂ}
    (ha : ∀ t, HasDerivAt a (-I * E t * a t) t) (t : ℝ) : a t = dynFactor E t * a 0 := by
  -- undoing the phase leaves a constant
  have hd : ∀ t, HasDerivAt (fun t => a t * dynFactor (-E) t) 0 t := fun t =>
    ((ha t).fun_mul (hasDerivAt_dynFactor (E := -E) hE.neg t)).congr_deriv (by
      simp only [Pi.neg_apply, ofReal_neg]; ring)
  have hc : a t * dynFactor (-E) t = a 0 * dynFactor (-E) 0 :=
    is_const_of_deriv_eq_zero (fun t => (hd t).differentiableAt) (fun t => (hd t).deriv) t 0
  have h0 : dynFactor (-E) 0 = 1 := by simp [dynFactor]
  have h1 : dynFactor (-E) t * dynFactor E t = 1 := by
    have h : ∫ s in (0 : ℝ)..t, (-E) s = -∫ s in (0 : ℝ)..t, E s :=
      intervalIntegral.integral_neg
    unfold dynFactor
    rw [h, ← Complex.exp_add, ofReal_neg, ← Complex.exp_zero]
    congr 1
    ring
  linear_combination dynFactor E t * hc - a t * h1 + dynFactor E t * a 0 * h0
```

`adiabatic_amplitudes` derives the two scalar equations from `hψ` and applies the lemma with energies $W$ and $-W$.

```lean
/-- For every solution under counterdiabatic driving, the amplitudes on the two instantaneous
eigenstates evolve independently, each by its own dynamical phase factor. -/
theorem adiabatic_amplitudes (hW : Continuous W) (hθ : ∀ t, HasDerivAt θ (θ' t) t)
    {ψ : ℝ → Fin 2 → ℂ}
    (hψ : SolvesSchrodinger (fun t => driven (W t) (θ t) (θ' t)) ψ) (t : ℝ) :
    upper (θ t) ⬝ᵥ ψ t = dynFactor W t * (upper (θ 0) ⬝ᵥ ψ 0) ∧
      lower (θ t) ⬝ᵥ ψ t = dynFactor (-W) t * (lower (θ 0) ⬝ᵥ ψ 0) := by
  have hc := fun t => (hθ t).cos.ofReal_comp
  have hs := fun t => (hθ t).sin.ofReal_comp
  have h0 := fun t => hasDerivAt_pi.1 (hψ t) 0
  have h1 := fun t => hasDerivAt_pi.1 (hψ t) 1
  simp only [dotProduct, Fin.sum_univ_two, upper_zero, upper_one, lower_zero, lower_one]
  constructor
  · refine amplitude_evolution (a := fun t => (Real.cos (θ t) : ℂ) * ψ t 0
      + (Real.sin (θ t) : ℂ) * ψ t 1) hW (fun t => ?_) t
    refine (((hc t).fun_mul (h0 t)).fun_add ((hs t).fun_mul (h1 t))).congr_deriv ?_
    simp only [driven_zero, driven_one, Pi.smul_apply, smul_eq_mul, ofReal_mul, ofReal_neg]
    linear_combination -I * W t * ((Real.cos (θ t) : ℂ) * ψ t 0
        + (Real.sin (θ t) : ℂ) * ψ t 1) * pyth (θ t)
      + θ' t * ((Real.cos (θ t) : ℂ) * ψ t 1 - (Real.sin (θ t) : ℂ) * ψ t 0) * I_sq
  · refine amplitude_evolution (E := -W) (a := fun t => -(Real.sin (θ t) : ℂ) * ψ t 0
      + (Real.cos (θ t) : ℂ) * ψ t 1) hW.neg (fun t => ?_) t
    refine (((hs t).fun_neg.fun_mul (h0 t)).fun_add ((hc t).fun_mul (h1 t))).congr_deriv ?_
    simp only [driven_zero, driven_one, Pi.smul_apply, smul_eq_mul, ofReal_mul, ofReal_neg,
      Pi.neg_apply]
    linear_combination I * W t * (-(Real.sin (θ t) : ℂ) * ψ t 0
        + (Real.cos (θ t) : ℂ) * ψ t 1) * pyth (θ t)
      - θ' t * ((Real.cos (θ t) : ℂ) * ψ t 0 + (Real.sin (θ t) : ℂ) * ψ t 1) * I_sq
```

The product `⬝ᵥ` does not conjugate its first argument. It gives the quantum amplitude here because $u$ and $\ell$ are real; with complex eigenvectors the same expression would be wrong.

Taking norms, $|F_{\pm W}|=1$ makes $|a|^2$ and $|b|^2$ constant. They are probabilities when $\psi$ is normalised, which the theorem does not require.

```lean
/-- Under counterdiabatic driving the populations of both instantaneous eigenstates are
constant in time, for every solution. -/
theorem populations_constant (hW : Continuous W) (hθ : ∀ t, HasDerivAt θ (θ' t) t)
    {ψ : ℝ → Fin 2 → ℂ}
    (hψ : SolvesSchrodinger (fun t => driven (W t) (θ t) (θ' t)) ψ) (t : ℝ) :
    ‖upper (θ t) ⬝ᵥ ψ t‖ ^ 2 = ‖upper (θ 0) ⬝ᵥ ψ 0‖ ^ 2 ∧
      ‖lower (θ t) ⬝ᵥ ψ t‖ ^ 2 = ‖lower (θ 0) ⬝ᵥ ψ 0‖ ^ 2 := by
  have hn : ∀ E : ℝ → ℝ, ‖dynFactor E t‖ = 1 := fun E => by
    have h : -I * ((∫ s in (0 : ℝ)..t, E s : ℝ) : ℂ)
        = ((-∫ s in (0 : ℝ)..t, E s : ℝ) : ℂ) * I := by
      rw [ofReal_neg]; ring
    rw [dynFactor, h, Complex.norm_exp_ofReal_mul_I]
  obtain ⟨hu, hl⟩ := adiabatic_amplitudes hW hθ hψ t
  rw [hu, hl, norm_mul, norm_mul, hn, hn, one_mul, one_mul]
  exact ⟨rfl, rfl⟩
```

Without `hψ`, nothing links $\psi(t)$ to $\psi(0)$, and neither conclusion follows.

## Starting in the upper state: zero amplitude on the other level

The hypothesis `hinit` describes the preparation $\psi(0)=u(\theta(0))$, which is normalised. By hand, $b(0)=\ell\cdot u=-\sin\theta\cos\theta+\cos\theta\sin\theta=0$, so $b(t)=F_{-W}(t)\,b(0)=0$. The proof rewrites with the amplitude formula and closes the same cancellation with `ring`.

```lean
/-- Under counterdiabatic driving, a system that is in the upper eigenstate at time `0` has zero
amplitude on the instantaneous lower eigenstate at every time. -/
theorem no_transition (hW : Continuous W) (hθ : ∀ t, HasDerivAt θ (θ' t) t)
    {ψ : ℝ → Fin 2 → ℂ}
    (hψ : SolvesSchrodinger (fun t => driven (W t) (θ t) (θ' t)) ψ)
    (hinit : ψ 0 = upper (θ 0)) (t : ℝ) : lower (θ t) ⬝ᵥ ψ t = 0 := by
  rw [(adiabatic_amplitudes hW hθ hψ t).2, hinit]
  simp only [dotProduct, Fin.sum_univ_two, upper_zero, upper_one, lower_zero, lower_one]
  ring

end

end CounterdiabaticDriving
```

For another initial state, the lower population keeps its initial value, which need not be zero.

```lean
#print axioms CounterdiabaticDriving.bare_eigenvectors
-- 'CounterdiabaticDriving.bare_eigenvectors' depends on axioms: [propext, Classical.choice, Quot.sound]
#print axioms CounterdiabaticDriving.counterdiabatic_field_unique
-- 'CounterdiabaticDriving.counterdiabatic_field_unique' depends on axioms: [propext, Classical.choice, Quot.sound]
#print axioms CounterdiabaticDriving.populations_constant
-- 'CounterdiabaticDriving.populations_constant' depends on axioms: [propext, Classical.choice, Quot.sound]
#print axioms CounterdiabaticDriving.no_transition
-- 'CounterdiabaticDriving.no_transition' depends on axioms: [propext, Classical.choice, Quot.sound]
```

## The correction field in a sweep calculation

Two-level codes often start from $H_0=\tfrac12(\Delta\sigma_z+\Omega\sigma_x)$ with detuning $\Delta(t)$ and coupling $\Omega(t)$, not both zero. Then $W=\tfrac12\sqrt{\Delta^2+\Omega^2}$, the field angle is $2\theta$, and the term to add is $\theta'\sigma_y$ with

$$\theta'=\frac{\Delta\,\Omega'-\Omega\,\Delta'}{2(\Delta^2+\Omega^2)} .$$

The factor 2 in the denominator is easily lost: the eigenvectors turn at half the rate of the field. For a linear sweep $\Delta=\alpha t$ with constant $\Omega>0$, the correction is a Lorentzian pulse, $\theta'=-\alpha\Omega/[2(\alpha^2t^2+\Omega^2)]$. Its peak magnitude $|\alpha|/(2\Omega)$ grows with the sweep rate, so a faster passage needs a stronger field. In a numerical propagation that includes this correction and starts in $u$, population found on $\ell$ signals an error, for example in the integrator or in the implemented field. The check is one-sided: an error that affects only the phases of the amplitudes, such as a wrong $W$ with the correct $\theta$, leaves this population at zero.
